# Mean wall velocity above Walker breakdown in the two-coordinate model, with a finite-time bound

A magnetic field along a ferromagnetic strip pushes a domain wall forward. In a weak field the wall can travel with its magnetization at a fixed tilt. Above a threshold the tilt precesses, and the wall alternately speeds up and slows down or reverses. What is its mean velocity?

Let \(X\) be the wall position, \(p\) the tilt angle, \(a\) the Gilbert damping (usually \(\alpha\)) and \(w\) the wall width (usually \(\Delta\)). Here \(H\) and \(N\) are rates: the gyromagnetic ratio times the applied field, and times half the transverse anisotropy field. The equations of motion are

\[
\frac{aX'}{w}+p'=H,\qquad \frac{X'}{w}-ap'=N\sin 2p .
\]

For \(a,N,w>0\) and \(H>aN\), define

\[
S=\sqrt{H^2-a^2N^2},\qquad \Omega=\frac{S}{1+a^2},\qquad v=\frac wa(H-\Omega).
\]

Then \(X(t)/t\to v\) as \(t\to\infty\), and for all \(t\ge0\)

\[
|X(t)-X(0)-vt|\le \frac{\pi w}{a}.
\]

## Velocities from runs of finite length

A code that integrates these two equations can estimate the velocity as \((X(T)-X(0))/T\). For an exact trajectory this differs from \(v\) by at most \(\pi w/(aT)\). This is a guarantee, not an estimate of the error: when \(H\) is much larger than \(aN\), the actual difference is far below the bound. For a full micromagnetic simulation, \(v\) is a reference value only as far as the wall behaves as a rigid object with two coordinates.

## Removing the modulation from the precession

Subtracting \(a\) times the second equation from the first gives

\[
(1+a^2)p'=H-aN\sin2p .
\]

Write \(k=aN\), \(s=\sin2q\), \(c=\cos2q\) and \(D=H+S-ks\), which is positive. Define the unwound phase

\[
\theta(q)=q-\arctan\frac{kc}{D}.
\]

Since \(D'=-2kc\), differentiation gives

\[
\theta'(q)=1-\frac{-2ksD+2k^2c^2}{D^2+k^2c^2}
=\frac{(D+ks)^2-k^2}{D^2+k^2c^2}.
\]

Using \(S^2=H^2-k^2\), the numerator is \((H+S)^2-k^2=2S(H+S)\). The denominator is \((H+S)^2+k^2-2(H+S)ks=2(H+S)(H-ks)\). Hence \(\theta'(q)=S/(H-ks)\), and along a trajectory

\[
\frac{d}{dt}\theta(p(t))=\frac{S}{H-k\sin2p}\cdot\frac{H-k\sin2p}{1+a^2}=\Omega .
\]

So \(p(t)-p(0)-\Omega t\) is a difference of two arctangents, each smaller than \(\pi/2\) in size, and is bounded by \(\pi\). Integrating the first equation of motion gives \(a(X(t)-X(0))/w+p(t)-p(0)=Ht\), hence

\[
X(t)-X(0)-vt=-\frac wa\bigl(p(t)-p(0)-\Omega t\bigr).
\]

This is the position bound. For \(t>0\) it yields \(|X(t)/t-v|\le(|X(0)|+\pi w/a)/t\), which tends to zero.

A constant tilt requires \(\sin2p=H/(aN)\). For \(H\ge0\) this is possible exactly when \(H\le aN\), and the velocity is then \(wH/a\). Above threshold,

\[
\frac{dv}{dH}=\frac wa\left(1-\frac{H}{S(1+a^2)}\right).
\]

This is negative exactly when \(S(1+a^2)<H\); squaring and dividing by \(a^2\) gives \(H^2(2+a^2)<N^2(1+a^2)^2\).

## The derivation in Lean

```lean
import Mathlib

open Set Filter Topology

namespace WalkerBreakdown

noncomputable section

/-- The wall position `X` and tilt angle `p` obey the collective-coordinate equations
`a X'/w + p' = H` and `X'/w - a p' = N sin 2p` at all times `t ≥ 0`; here `w ≠ 0`. -/
def IsWallMotion (a N w H : ℝ) (X p : ℝ → ℝ) : Prop :=
  ∀ t, 0 ≤ t → ∃ V r : ℝ, HasDerivWithinAt X V (Ici 0) t ∧ HasDerivWithinAt p r (Ici 0) t ∧
    a * (V / w) + r = H ∧ V / w - a * r = N * Real.sin (2 * p t)

/-- The mean precession rate of the tilt angle, for fields `H ≥ a N ≥ 0`. -/
def meanPrecession (a N H : ℝ) : ℝ := √(H ^ 2 - a ^ 2 * N ^ 2) / (1 + a ^ 2)

/-- The mean drift velocity of the wall, for `a > 0` and fields `H ≥ a N ≥ 0`. -/
def driftVelocity (a N w H : ℝ) : ℝ := w / a * (H - meanPrecession a N H)

/-- The tilt angle `q` with its periodic modulation removed, for fields `H > a N > 0`. -/
def unwoundPhase (a N H q : ℝ) : ℝ :=
  q - Real.arctan (a * N * Real.cos (2 * q) /
    (H + √(H ^ 2 - a ^ 2 * N ^ 2) - a * N * Real.sin (2 * q)))

/-- A quantity that changes at the constant rate `c` from time zero on is linear in time. -/
theorem linear_of_rate {f : ℝ → ℝ} {c : ℝ}
    (hf : ∀ t, 0 ≤ t → HasDerivWithinAt f c (Ici 0) t) {t : ℝ} (ht : 0 ≤ t) :
    f t = f 0 + c * t := by
  have hd : ∀ s, 0 ≤ s → HasDerivWithinAt (fun u => f u - c * u) 0 (Ici 0) s := fun s hs =>
    ((hf s hs).sub ((hasDerivWithinAt_id s _).const_mul c)).congr_deriv (by ring)
  have h : f t - c * t = f 0 - c * 0 :=
    constant_of_has_deriv_right_zero (f := fun u => f u - c * u) (a := 0) (b := t)
      (fun s hs => (hd s hs.1).continuousWithinAt.mono (fun u hu => hu.1))
      (fun s hs => (hd s hs.1).mono (Ici_subset_Ici.mpr hs.1)) t ⟨ht, le_rfl⟩
  linarith

/-- Eliminating the wall velocity leaves a closed equation for the tilt angle,
`(1 + a²) p' = H - a N sin 2p`. -/
theorem tilt_equation {a N w H : ℝ} {X p : ℝ → ℝ} (h : IsWallMotion a N w H X p)
    {t : ℝ} (ht : 0 ≤ t) :
    HasDerivWithinAt p ((H - a * N * Real.sin (2 * p t)) / (1 + a ^ 2)) (Ici 0) t := by
  obtain ⟨V, r, -, hp, h1, h2⟩ := h t ht
  refine hp.congr_deriv ?_
  rw [eq_div_iff (by positivity)]
  linear_combination h1 - a * h2

/-- For `a, N > 0` and `H > a N` the unwound phase varies with the tilt angle `q` at the rate
`√(H² - a²N²) / (H - a N sin 2q)`. -/
theorem hasDerivAt_unwoundPhase {a N H : ℝ} (ha : 0 < a) (hN : 0 < N) (hH : a * N < H) (q : ℝ) :
    HasDerivAt (unwoundPhase a N H)
      (√(H ^ 2 - a ^ 2 * N ^ 2) / (H - a * N * Real.sin (2 * q))) q := by
  have hk : 0 < a * N := mul_pos ha hN
  -- the trigonometric identity behind the substitution
  have key : ∀ D s c S : ℝ, s ^ 2 + c ^ 2 = 1 → S ^ 2 = H ^ 2 - a ^ 2 * N ^ 2 →
      D = H + S - a * N * s → 0 < D → 0 < H - a * N * s → 0 < H + S →
      1 - 1 / (1 + (a * N * c / D) ^ 2) *
        ((-2 * (a * N) * s * D + 2 * (a * N) ^ 2 * c ^ 2) / D ^ 2) = S / (H - a * N * s) := by
    intro D s c S h1 h2 hD hD0 hK hHS
    have hE0 : D ^ 2 + (a * N * c) ^ 2 ≠ 0 := by positivity
    have hE : D ^ 2 + (a * N * c) ^ 2 = 2 * (H + S) * (H - a * N * s) := by
      rw [hD]; linear_combination (a * N) ^ 2 * h1 + h2
    have hnum : D ^ 2 + (a * N * c) ^ 2 - (-2 * (a * N) * s * D + 2 * (a * N) ^ 2 * c ^ 2)
        = 2 * (H + S) * S := by
      rw [hD]; linear_combination -(a * N) ^ 2 * h1 - h2
    have e1 : 1 + (a * N * c / D) ^ 2 = (D ^ 2 + (a * N * c) ^ 2) / D ^ 2 := by
      rw [div_pow, add_div, div_self (pow_ne_zero 2 hD0.ne')]
    rw [e1, one_div_div, div_mul_div_cancel₀' (pow_ne_zero 2 hD0.ne'), one_sub_div hE0,
      hnum, hE, mul_div_mul_left _ _ (by positivity)]
  have hrad : 0 ≤ H ^ 2 - a ^ 2 * N ^ 2 := by nlinarith
  have hS := Real.sqrt_nonneg (H ^ 2 - a ^ 2 * N ^ 2)
  have hK : 0 < H - a * N * Real.sin (2 * q) := by nlinarith [Real.sin_le_one (2 * q)]
  have hD : 0 < H + √(H ^ 2 - a ^ 2 * N ^ 2) - a * N * Real.sin (2 * q) := by linarith
  have hs := ((hasDerivAt_id' q).const_mul 2).sin
  have hc := ((hasDerivAt_id' q).const_mul 2).cos
  have hf : HasDerivAt (fun y => a * N * Real.cos (2 * y) /
      (H + √(H ^ 2 - a ^ 2 * N ^ 2) - a * N * Real.sin (2 * y)))
      ((-2 * (a * N) * Real.sin (2 * q) *
        (H + √(H ^ 2 - a ^ 2 * N ^ 2) - a * N * Real.sin (2 * q)) +
        2 * (a * N) ^ 2 * Real.cos (2 * q) ^ 2) /
        (H + √(H ^ 2 - a ^ 2 * N ^ 2) - a * N * Real.sin (2 * q)) ^ 2) q := by
    refine ((hc.const_mul (a * N)).fun_div
      ((hs.const_mul (a * N)).const_sub (H + √(H ^ 2 - a ^ 2 * N ^ 2))) hD.ne').congr_deriv ?_
    congr 1
    ring
  exact ((hasDerivAt_id' q).fun_sub hf.arctan).congr_deriv
    (key _ _ _ _ (Real.sin_sq_add_cos_sq _) (Real.sq_sqrt hrad) rfl hD hK (by linarith))

/-- For `a, N > 0` and `H > a N` the tilt angle never departs by more than `π` from uniform
precession at the mean rate. -/
theorem tilt_near_uniform {a N w H : ℝ} {X p : ℝ → ℝ} (ha : 0 < a) (hN : 0 < N)
    (hH : a * N < H) (h : IsWallMotion a N w H X p) {t : ℝ} (ht : 0 ≤ t) :
    |p t - p 0 - meanPrecession a N H * t| ≤ Real.pi := by
  -- the unwound phase advances at a strictly constant rate
  have hlin : unwoundPhase a N H (p t) = unwoundPhase a N H (p 0) + meanPrecession a N H * t := by
    refine linear_of_rate (f := fun s => unwoundPhase a N H (p s)) (fun s hs => ?_) ht
    have hK : H - a * N * Real.sin (2 * p s) ≠ 0 := by
      have := mul_pos ha hN
      have : 0 < H - a * N * Real.sin (2 * p s) := by nlinarith [Real.sin_le_one (2 * p s)]
      exact this.ne'
    refine ((hasDerivAt_unwoundPhase ha hN hH (p s)).comp_hasDerivWithinAt s
      (tilt_equation h hs)).congr_deriv ?_
    rw [div_mul_div_cancel₀ hK, meanPrecession]
  unfold unwoundPhase at hlin
  -- the two modulations are each smaller than a quarter turn
  have b1 := Real.neg_pi_div_two_lt_arctan (a * N * Real.cos (2 * p t) /
    (H + √(H ^ 2 - a ^ 2 * N ^ 2) - a * N * Real.sin (2 * p t)))
  have b2 := Real.arctan_lt_pi_div_two (a * N * Real.cos (2 * p t) /
    (H + √(H ^ 2 - a ^ 2 * N ^ 2) - a * N * Real.sin (2 * p t)))
  have b3 := Real.neg_pi_div_two_lt_arctan (a * N * Real.cos (2 * p 0) /
    (H + √(H ^ 2 - a ^ 2 * N ^ 2) - a * N * Real.sin (2 * p 0)))
  have b4 := Real.arctan_lt_pi_div_two (a * N * Real.cos (2 * p 0) /
    (H + √(H ^ 2 - a ^ 2 * N ^ 2) - a * N * Real.sin (2 * p 0)))
  rw [abs_le]
  constructor <;> linarith

/-- For `a, N, w > 0` and `H > a N` the wall stays within the distance `π w / a` of uniform
motion at the drift velocity. -/
theorem position_near_uniform {a N w H : ℝ} {X p : ℝ → ℝ} (ha : 0 < a) (hN : 0 < N) (hw : 0 < w)
    (hH : a * N < H) (h : IsWallMotion a N w H X p) {t : ℝ} (ht : 0 ≤ t) :
    |X t - X 0 - driftVelocity a N w H * t| ≤ w / a * Real.pi := by
  have hlin : a * (X t / w) + p t = a * (X 0 / w) + p 0 + H * t := by
    refine linear_of_rate (f := fun s => a * (X s / w) + p s) (fun s hs => ?_) ht
    obtain ⟨V, r, hX, hp, h1, -⟩ := h s hs
    exact (((hX.div_const w).const_mul a).add hp).congr_deriv h1
  have e : X t - X 0 - driftVelocity a N w H * t
      = -(w / a * (p t - p 0 - meanPrecession a N H * t)) := by
    have hp : p t = a * (X 0 / w) + p 0 + H * t - a * (X t / w) := by linarith
    rw [hp, driftVelocity]
    field_simp
    ring
  rw [e, abs_neg, abs_mul, abs_of_pos (div_pos hw ha)]
  exact mul_le_mul_of_nonneg_left (tilt_near_uniform ha hN hH h ht) (div_pos hw ha).le

/-- Wall motion above Walker breakdown: for `a, N, w > 0` and `H > a N`, the average velocity
`X(t)/t` tends to `(w/a) (H - √(H² - a²N²)/(1 + a²))`. -/
theorem walker_drift_velocity {a N w H : ℝ} {X p : ℝ → ℝ} (ha : 0 < a) (hN : 0 < N) (hw : 0 < w)
    (hH : a * N < H) (h : IsWallMotion a N w H X p) :
    Tendsto (fun t => X t / t) atTop
      (𝓝 (w / a * (H - √(H ^ 2 - a ^ 2 * N ^ 2) / (1 + a ^ 2)))) := by
  change Tendsto _ _ (𝓝 (driftVelocity a N w H))
  rw [← tendsto_sub_nhds_zero_iff]
  have h0 : Tendsto (fun t : ℝ => (|X 0| + w / a * Real.pi) / t) atTop (𝓝 0) :=
    tendsto_const_nhds.div_atTop tendsto_id
  refine squeeze_zero_norm' ?_ h0
  filter_upwards [eventually_gt_atTop 0] with t ht
  have e : X t / t - driftVelocity a N w H = (X t - driftVelocity a N w H * t) / t := by
    field_simp
  rw [e, Real.norm_eq_abs, abs_div, abs_of_pos ht]
  have hb := abs_le.mp (position_near_uniform ha hN hw hH h ht.le)
  have hx := abs_le.mp (le_refl |X 0|)
  gcongr
  rw [abs_le]
  constructor <;> linarith [hb.1, hb.2, hx.1, hx.2]

/-- For `a, N, w > 0` and `0 ≤ H ≤ a N`, a wall with the constant tilt `arcsin(H/(aN))/2` moving
at the velocity `w H / a` solves the equations of motion. -/
theorem steady_wall {a N w H : ℝ} (ha : 0 < a) (hN : 0 < N) (hw : 0 < w) (h0 : 0 ≤ H)
    (hH : H ≤ a * N) :
    IsWallMotion a N w H (fun t => w * H / a * t) (fun _ => Real.arcsin (H / (a * N)) / 2) := by
  intro t _
  have hk : 0 < a * N := mul_pos ha hN
  have hq : 0 ≤ H / (a * N) := div_nonneg h0 hk.le
  refine ⟨w * H / a, 0, ((hasDerivWithinAt_id t _).const_mul (w * H / a)).congr_deriv (by ring),
    hasDerivWithinAt_const _ _ _, by field_simp; ring, ?_⟩
  have e : 2 * (Real.arcsin (H / (a * N)) / 2) = Real.arcsin (H / (a * N)) := by ring
  rw [e, Real.sin_arcsin (by linarith) ((div_le_one hk).mpr hH)]
  field_simp
  ring

/-- For `a, N, w > 0` and `H ≥ 0`, a wall motion with constant tilt angle exists exactly when
`H ≤ a N`. -/
theorem steady_iff {a N w H : ℝ} (ha : 0 < a) (hN : 0 < N) (hw : 0 < w) (h0 : 0 ≤ H) :
    (∃ (X : ℝ → ℝ) (q : ℝ), IsWallMotion a N w H X (fun _ => q)) ↔ H ≤ a * N := by
  refine ⟨?_, fun hH => ⟨_, _, steady_wall ha hN hw h0 hH⟩⟩
  rintro ⟨X, q, h⟩
  have hr := linear_of_rate (fun t ht => tilt_equation h ht) zero_le_one
  have hz : (H - a * N * Real.sin (2 * q)) / (1 + a ^ 2) = 0 := by linarith
  have hm : (1 + a ^ 2 : ℝ) ≠ 0 := by positivity
  have hn := (div_eq_zero_iff.mp hz).resolve_right hm
  nlinarith [Real.sin_le_one (2 * q), mul_pos ha hN]

/-- For `a, N, w > 0` and `H > a N`, the drift velocity has the stated derivative in the field,
and this differential mobility is negative exactly when `H² (2 + a²) < N² (1 + a²)²`. -/
theorem differential_mobility {a N w H : ℝ} (ha : 0 < a) (hN : 0 < N) (hw : 0 < w)
    (hH : a * N < H) :
    HasDerivAt (driftVelocity a N w)
      (w / a * (1 - H / (√(H ^ 2 - a ^ 2 * N ^ 2) * (1 + a ^ 2)))) H ∧
    (w / a * (1 - H / (√(H ^ 2 - a ^ 2 * N ^ 2) * (1 + a ^ 2))) < 0 ↔
      H ^ 2 * (2 + a ^ 2) < N ^ 2 * (1 + a ^ 2) ^ 2) := by
  have hk : 0 < a * N := mul_pos ha hN
  have hrad : 0 < H ^ 2 - a ^ 2 * N ^ 2 := by nlinarith
  have hS := Real.sqrt_pos.mpr hrad
  have hm : 0 < 1 + a ^ 2 := by positivity
  have hSm := mul_pos hS hm
  constructor
  · have hsq := ((hasDerivAt_pow 2 H).sub_const (a ^ 2 * N ^ 2)).sqrt hrad.ne'
    refine (((hasDerivAt_id' H).fun_sub (hsq.div_const (1 + a ^ 2))).const_mul
      (w / a)).congr_deriv ?_
    congr 2
    norm_num
    field_simp
  · have hwa : 0 < w / a := div_pos hw ha
    have hsign : ∀ x : ℝ, w / a * x < 0 ↔ x < 0 := fun x =>
      ⟨fun hx => lt_of_not_ge fun hx' => absurd (mul_nonneg hwa.le hx') (not_le_of_gt hx),
        fun hx => mul_neg_of_pos_of_neg hwa hx⟩
    -- compare squares to remove the root
    have e : H ^ 2 - (H ^ 2 - a ^ 2 * N ^ 2) * (1 + a ^ 2) ^ 2
        = a ^ 2 * (N ^ 2 * (1 + a ^ 2) ^ 2 - H ^ 2 * (2 + a ^ 2)) := by ring
    rw [hsign, sub_neg, one_lt_div hSm, ← sq_lt_sq₀ hSm.le (hk.trans hH).le, mul_pow,
      Real.sq_sqrt hrad.le, ← sub_pos, e, mul_pos_iff_of_pos_left (pow_pos ha 2), sub_pos]

end

end WalkerBreakdown
```

```lean
#print axioms WalkerBreakdown.walker_drift_velocity
-- 'WalkerBreakdown.walker_drift_velocity' depends on axioms: [propext, Classical.choice, Quot.sound]
#print axioms WalkerBreakdown.steady_iff
-- 'WalkerBreakdown.steady_iff' depends on axioms: [propext, Classical.choice, Quot.sound]
#print axioms WalkerBreakdown.differential_mobility
-- 'WalkerBreakdown.differential_mobility' depends on axioms: [propext, Classical.choice, Quot.sound]
```

## Exact trajectories of a rigid wall

`IsWallMotion` says that at every \(t\ge0\) there are derivatives `V` of `X` and `r` of `p` satisfying both equations. `Ici 0` makes them one-sided at time zero and ordinary afterwards. The angle `p` is a real number, not reduced modulo \(2\pi\), so a code that wraps it must unwrap it before applying the tilt bound.

`tilt_equation` performs the elimination, and `hasDerivAt_unwoundPhase` computes \(\theta'\), with the algebra in `key`. `linear_of_rate` turns a constant rate into linear growth; it serves both \(\theta(p(t))\) in `tilt_near_uniform` and \(aX/w+p\) in `position_near_uniform`. `walker_drift_velocity` then squeezes the error to zero. `steady_wall` and `steady_iff` treat constant tilt, and `differential_mobility` compares squares to find the sign of the slope.

Above threshold the theorems describe any given solution; they do not construct one. The drift theorem assumes \(H>aN\) strictly; at \(H=aN\) the tilt settles to a constant and the same formula gives the limit \(wH/a\), but that case is not proved here. Field, width and damping are constant, and there is no pinning or thermal noise. Time-stepping and rounding errors need their own estimates. The step to a real strip is the reduction of the magnetization dynamics to \(X\) and \(p\), which is assumed here.
